# The Husimi function of oscillator level $n$ is maximal exactly on the circle $|z|^2=n$

## Coherent states and the phase plane

Consider one harmonic oscillator of mass $m$ and frequency $\omega$, with levels $n=0,1,2,\dots$. A point $(q,p)$ of phase space is labelled by the complex number

$$z=\sqrt{\frac{m\omega}{2\hbar}}\,q+\frac{i\,p}{\sqrt{2m\hbar\omega}},\qquad |z|^2=\frac{1}{\hbar\omega}\left(\frac{p^2}{2m}+\frac{m\omega^2q^2}{2}\right).$$

The circle $|z|^2=n$ is therefore the classical orbit of energy $n\hbar\omega$, which is the level energy without the zero-point term $\hbar\omega/2$. For $n=0$ it is the point at the origin.

The coherent state at $z$ has the number-basis amplitudes

$$c_n(z)=e^{-|z|^2/2}\,\frac{z^n}{\sqrt{n!}}.$$

The Husimi function of level $n$ is taken as $Q_n(z)=|c_n(z)|^2$, without the measure factor $1/\pi$. Its radial profile is $h_n(r)=e^{-r}r^n/n!$, with $r=|z|^2$.

## The maximum and its height

For every $n\ge 0$, the global maximisers of $Q_n$ are exactly the points with $|z|^2=n$. The height there satisfies $\sqrt{2\pi n}\,h_n(n)\to1$ as $n\to\infty$.

The amplitudes do describe a coherent state. Since $\sqrt{(n+1)!}=\sqrt{n+1}\,\sqrt{n!}$, we have $\sqrt{n+1}\,c_{n+1}(z)=z\,c_n(z)$, the eigenvalue equation of the lowering operator written in components. The state is normalised, because

$$\sum_n Q_n(z)=e^{-|z|^2}\sum_n\frac{|z|^{2n}}{n!}=1.$$

Taking the squared modulus of $c_n(z)$ gives $Q_n(z)=h_n(|z|^2)$, so only the radius matters. Write $r=nx$. Then

$$h_n(nx)=\frac{e^{-nx}n^nx^n}{n!}=h_n(n)\,\bigl(x\,e^{1-x}\bigr)^n.$$

For $t\neq0$, $1+t<e^t$. With $t=x-1$ this reads $x<e^{x-1}$, and multiplying by $e^{1-x}$ gives $x\,e^{1-x}<1$ for $x\ne1$. If $n\ge1$, $r\ge0$ and $r\neq n$, then $x=r/n$ makes the bracket a number in $[0,1)$, and so is its $n$-th power. Hence $h_n(r)<h_n(n)$. For $n=0$ the profile is $e^{-r}$, which is largest on $r\ge0$ at $r=0$ only.

For the height, Stirling's formula says that $s_n=n!\,/\bigl(\sqrt{2n}\,(n/e)^n\bigr)$ tends to $\sqrt\pi$. For $n\ge1$,

$$\sqrt{2\pi n}\,h_n(n)=\sqrt{2\pi n}\,\frac{n^ne^{-n}}{n!}=\frac{\sqrt\pi}{s_n}\longrightarrow1.$$

The scaling identity also gives $h_n(nx)/h_n(n)=(x\,e^{1-x})^n\to0$ for fixed $x\ge0$, $x\ne1$.

**Level 2 in numbers.** The peak is $h_2(2)=2e^{-2}\approx0.271$, and $\sqrt{4\pi}\,h_2(2)\approx0.960$. At twice the peak value of $r$, $h_2(4)=8e^{-4}\approx0.147$. The ratio to the peak is $4e^{-2}\approx0.541$, which is $(2e^{-1})^2$, as the scaling identity requires.

**Negative $r$.** The condition $r\ge0$ holds automatically for $r=|z|^2$, but the profile alone needs it: $h_2(-1)=e/2\approx1.36$ exceeds $h_2(2)$.

## The definitions in Lean

```lean
import Mathlib

open Filter Topology

namespace HusimiRidge

noncomputable section
```

The amplitude is a function of a complex `z` and a natural number `n`. Its real factors are cast into the complex numbers.

```lean
/-- The amplitude of the coherent state labelled by `z` on the oscillator level `n`. -/
def coherentAmplitude (z : ℂ) (n : ℕ) : ℂ :=
  ((Real.exp (-‖z‖ ^ 2 / 2) : ℝ) : ℂ) * z ^ n / ((√(n.factorial : ℝ) : ℝ) : ℂ)

/-- The Husimi function of level `n` at the phase-space point `z`: the squared modulus of
the coherent-state amplitude, without the measure factor `1/π`. -/
def husimi (n : ℕ) (z : ℂ) : ℝ := ‖coherentAmplitude z n‖ ^ 2

/-- The radial profile `exp(-r) r^n / n!`. -/
def profile (n : ℕ) (r : ℝ) : ℝ := Real.exp (-r) * r ^ n / (n.factorial : ℝ)
```

The variable `r` of `profile` ranges over all reals, so theorems about its maximum must state $r\ge0$. The Hilbert space and the lowering operator are not constructed; the file works with the amplitudes alone.

## Eigenvalue relation and normalisation

The next theorem is the component form of the eigenvalue equation. The step `hs` splits the square root of the factorial, and `field_simp` clears the denominators, which `h1` and `h2` show to be nonzero.

```lean
/-- The coherent-state amplitude on level `n + 1`, times `√(n + 1)`, equals `z` times the amplitude
on level `n`. -/
theorem lowering_coherentAmplitude (z : ℂ) (n : ℕ) :
    ((√((n : ℝ) + 1) : ℝ) : ℂ) * coherentAmplitude z (n + 1)
      = z * coherentAmplitude z n := by
  have hs : √((n + 1).factorial : ℝ) = √((n : ℝ) + 1) * √(n.factorial : ℝ) := by
    rw [Nat.factorial_succ, Nat.cast_mul, Nat.cast_succ, Real.sqrt_mul (by positivity)]
  have h1 : ((√((n : ℝ) + 1) : ℝ) : ℂ) ≠ 0 :=
    Complex.ofReal_ne_zero.mpr (by positivity)
  have h2 : ((√(n.factorial : ℝ) : ℝ) : ℂ) ≠ 0 :=
    Complex.ofReal_ne_zero.mpr (by positivity)
  unfold coherentAmplitude
  rw [hs, Complex.ofReal_mul, pow_succ]
  field_simp
  ring
```

Taking norms factor by factor turns the Husimi function into the profile. The identity `e` accounts for the doubled exponent when the exponential is squared.

```lean
/-- The Husimi function of an oscillator level is its radial profile at `r = |z|²`. -/
theorem husimi_eq_profile (n : ℕ) (z : ℂ) : husimi n z = profile n (‖z‖ ^ 2) := by
  have e : ((2 : ℕ) : ℝ) * (-‖z‖ ^ 2 / 2) = -‖z‖ ^ 2 := by
    push_cast
    ring
  unfold husimi coherentAmplitude profile
  rw [norm_div, norm_mul, norm_pow, Complex.norm_real, Complex.norm_real,
    Real.norm_of_nonneg (Real.exp_pos _).le, Real.norm_of_nonneg (Real.sqrt_nonneg _),
    div_pow, mul_pow, Real.sq_sqrt (by positivity), ← Real.exp_nat_mul, e,
    ← pow_mul, ← pow_mul, mul_comm n 2]
```

`HasSum` states that the series over all levels converges to 1. The proof multiplies the exponential series by $e^{-|z|^2}$.

```lean
/-- At each phase-space point, the Husimi functions of all levels sum to one. -/
theorem hasSum_husimi (z : ℂ) : HasSum (fun n => husimi n z) 1 := by
  have h := NormedSpace.expSeries_div_hasSum_exp (‖z‖ ^ 2 : ℝ)
  rw [← Real.exp_eq_exp_ℝ] at h
  have h2 := h.mul_left (Real.exp (-‖z‖ ^ 2))
  rw [← Real.exp_add, neg_add_cancel, Real.exp_zero] at h2
  have hf : (fun n => husimi n z)
      = fun n : ℕ => Real.exp (-‖z‖ ^ 2) * ((‖z‖ ^ 2) ^ n / (n.factorial : ℝ)) := by
    funext n
    rw [husimi_eq_profile, profile, mul_div_assoc]
  rw [hf]
  exact h2
```

## The strict maximum of the profile

The scaling identity holds for every real `x` and every `n`.

```lean
/-- The profile at `n x` is its value at `n` times the `n`-th power of `x exp(1-x)`. -/
theorem profile_scaled (n : ℕ) (x : ℝ) :
    profile n (n * x) = profile n n * (x * Real.exp (1 - x)) ^ n := by
  have e : Real.exp (-(n * x)) = Real.exp (-(n : ℝ)) * Real.exp (1 - x) ^ n := by
    rw [← Real.exp_nat_mul, ← Real.exp_add]
    congr 1
    ring
  unfold profile
  rw [e, mul_pow, mul_pow]
  ring
```

The inequality for the single factor comes from `Real.add_one_lt_exp`, which is $1+t<e^t$ for $t\neq0$.

```lean
/-- The factor `x exp(1-x)` is less than one whenever `x` differs from one. -/
theorem factor_lt_one {x : ℝ} (hx : x ≠ 1) : x * Real.exp (1 - x) < 1 := by
  have h : x < Real.exp (x - 1) := by
    have := Real.add_one_lt_exp (sub_ne_zero.mpr hx)
    linarith
  calc x * Real.exp (1 - x) < Real.exp (x - 1) * Real.exp (1 - x) :=
        mul_lt_mul_of_pos_right h (Real.exp_pos _)
    _ = 1 := by
        rw [← Real.exp_add, show x - 1 + (1 - x) = 0 by ring, Real.exp_zero]
```

The two results combine as in the derivation above, with $n=0$ treated separately. The `calc` block rewrites $r$ as $n(r/n)$, applies the scaling identity, and uses that a positive power of a number in $[0,1)$ is below one.

```lean
/-- On `r ≥ 0` the profile of level `n` is strictly smaller at every `r ≠ n` than at
`r = n`. -/
theorem profile_lt_peak {n : ℕ} {r : ℝ} (hr : 0 ≤ r) (hne : r ≠ n) :
    profile n r < profile n n := by
  rcases Nat.eq_zero_or_pos n with rfl | hn
  · have h0 : 0 < r := lt_of_le_of_ne hr (by simpa using hne.symm)
    simpa [profile] using h0
  · have hn0 : (0 : ℝ) < n := Nat.cast_pos.mpr hn
    have e : (n : ℝ) * (r / n) = r := by field_simp
    have h1 : r / n ≠ 1 := fun h => hne ((div_eq_one_iff_eq hn0.ne').mp h)
    have hp : 0 < profile n n := by
      unfold profile
      positivity
    -- compare with the peak through the scaled radius r / n
    calc profile n r = profile n (n * (r / n)) := by rw [e]
      _ = profile n n * (r / n * Real.exp (1 - r / n)) ^ n := profile_scaled n _
      _ < profile n n := mul_lt_of_lt_one_right hp
          (pow_lt_one₀ (by positivity) (factor_lt_one h1) hn.ne')
```

## The orbit as the set of maximisers

The left side of the equivalence says that no point `w` of the plane has a larger Husimi value than `z`. From left to right, a maximiser off the circle would be beaten by the point $\sqrt n$, which lies on it. From right to left, each `w` is either on the circle, with equal value, or off it, with a smaller one.

```lean
/-- A phase-space point is a global maximum of the Husimi function of level `n` exactly
when it lies on the classical orbit `|z|² = n`. -/
theorem husimi_max_iff_orbit (n : ℕ) (z : ℂ) :
    (∀ w, husimi n w ≤ husimi n z) ↔ ‖z‖ ^ 2 = n := by
  have hnorm : ‖((√(n : ℝ) : ℝ) : ℂ)‖ ^ 2 = n := by
    rw [Complex.norm_real, Real.norm_of_nonneg (Real.sqrt_nonneg _),
      Real.sq_sqrt (Nat.cast_nonneg n)]
  constructor
  · intro h
    by_contra hne
    -- a point on the orbit would beat z
    have h1 := h ((√(n : ℝ) : ℝ) : ℂ)
    simp only [husimi_eq_profile] at h1
    rw [hnorm] at h1
    exact absurd h1 (not_le_of_gt (profile_lt_peak (sq_nonneg _) hne))
  · intro hz w
    simp only [husimi_eq_profile]
    rw [hz]
    by_cases hw : ‖w‖ ^ 2 = n
    · rw [hw]
    · exact (profile_lt_peak (sq_nonneg _) hw).le
```

## Ridge height and decay off the orbit

The hypothesis `hz` places the point `z n` on the orbit of level `n` and leaves its phase free. The proof divides the constant $\sqrt\pi$ by Mathlib's `Stirling.stirlingSeq`, which is $s_n$, and identifies the quotient with the scaled height.

```lean
/-- Along points `z n` on the classical orbits `|z n|² = n`, the Husimi function of level
`n` times `√(2πn)` tends to one. -/
theorem ridge_height (z : ℕ → ℂ) (hz : ∀ n, ‖z n‖ ^ 2 = n) :
    Tendsto (fun n : ℕ => √(2 * Real.pi * n) * husimi n (z n)) atTop (𝓝 1) := by
  have hpi : √Real.pi ≠ 0 := (Real.sqrt_pos.mpr Real.pi_pos).ne'
  -- Stirling's formula, inverted
  have h := (tendsto_const_nhds (x := √Real.pi)).div
    Stirling.tendsto_stirlingSeq_sqrt_pi hpi
  rw [div_self hpi] at h
  refine h.congr (fun n => ?_)
  show √Real.pi / Stirling.stirlingSeq n = _
  have hs : √(2 * Real.pi * n) = √Real.pi * √(2 * (n : ℝ)) := by
    rw [← Real.sqrt_mul Real.pi_pos.le]
    congr 1
    ring
  have he : Real.exp 1 ^ n = Real.exp n := by
    rw [← Real.exp_nat_mul, mul_one]
  rw [husimi_eq_profile, hz, hs, Stirling.stirlingSeq, profile, div_pow, he,
    Real.exp_neg, div_div_eq_mul_div]
  ring
```

The last theorem fixes the ratio $x=r/n$ while `n` grows. Since $r=|z|^2$, the "scaled radius" of its docstring is the squared distance from the origin divided by $n$. After the peak value cancels, what remains is the $n$-th power of a number in $[0,1)$.

```lean
/-- At a fixed scaled radius `x = r/n` other than one, the profile relative to its value
at `r = n` tends to zero as `n` grows. -/
theorem off_orbit_decay {x : ℝ} (hx : 0 ≤ x) (hne : x ≠ 1) :
    Tendsto (fun n : ℕ => profile n (n * x) / profile n n) atTop (𝓝 0) := by
  have h := tendsto_pow_atTop_nhds_zero_of_lt_one
    (mul_nonneg hx (Real.exp_pos (1 - x)).le) (factor_lt_one hne)
  refine h.congr (fun n => ?_)
  have hp : profile n n ≠ 0 := by
    rcases Nat.eq_zero_or_pos n with rfl | hn
    · simp [profile]
    · have hn0 : (0 : ℝ) < n := Nat.cast_pos.mpr hn
      unfold profile
      positivity
  rw [profile_scaled, mul_div_cancel_left₀ _ hp]

end

end HusimiRidge
```

For a single harmonic mode, this is a sense in which highly excited number states approach a classical orbit: at every fixed ratio $|z|^2/n$ other than one, the Husimi function becomes negligible relative to its ridge. The limit is taken point by point in $x$; no width for the ridge is derived here, and anharmonic oscillators are not treated.

```lean
#print axioms HusimiRidge.hasSum_husimi
#print axioms HusimiRidge.husimi_max_iff_orbit
#print axioms HusimiRidge.ridge_height
#print axioms HusimiRidge.off_orbit_decay
```

```
'HusimiRidge.hasSum_husimi' depends on axioms: [propext, Classical.choice, Quot.sound]
'HusimiRidge.husimi_max_iff_orbit' depends on axioms: [propext, Classical.choice, Quot.sound]
'HusimiRidge.ridge_height' depends on axioms: [propext, Classical.choice, Quot.sound]
'HusimiRidge.off_orbit_decay' depends on axioms: [propext, Classical.choice, Quot.sound]
```
